# For $|x|\le 1/2$, a ring of $N\ge 4$ nearest-neighbour-coupled oscillators binds by at least its second-order pairwise energy

A many-body dispersion calculation diagonalises a matrix of coupled oscillators, sums the square roots of its eigenvalues, and is often compared with a pairwise energy. For a ring of at least four identical oscillators, whose matrix has $1$ on the diagonal and a single nearest-neighbour coupling $x$ with $|x|\le 1/2$, the sign of that difference is known in advance: the many-body binding is never smaller than the second-order pairwise value.

## Normal modes of the ring

Take $N$ oscillators of unit mass and frequency, with displacements $q_j$ and potential energy

$$V=\tfrac12\sum_j q_j^2+x\sum_j q_jq_{j+1},$$

where the site index $j$ is taken modulo $N$. The dimensionless $x$ stands for the dipole coupling between neighbours, divided by the force constant of a free oscillator.

```lean
import Mathlib

open Finset

namespace OscillatorRing

noncomputable section
```

A plane wave with mode number $k$ advances by $\phi_k=2\pi k/N$ per site.

```lean
/-- The phase advance `2πk/N` per site of mode `k` on a ring of `N ≥ 1` sites. -/
def phase (N k : ℕ) : ℝ := 2 * Real.pi * k / N
```

Its squared frequency will turn out to be $\omega_k^2=1+2x\cos\phi_k$. The condition $|x|\le 1/2$ keeps this non-negative for every mode, so no mode grows exponentially; at $|x|=1/2$ a mode of zero frequency can occur.

```lean
/-- The squared frequency `1 + 2x cos(2πk/N)` of mode `k`, for `N ≥ 1`. -/
def modeSq (N : ℕ) (x : ℝ) (k : ℕ) : ℝ := 1 + 2 * x * Real.cos (phase N k)
```

The equation of motion is $\ddot q_j=-\partial V/\partial q_j$, with

$$\frac{\partial V}{\partial q_j}=q_j+x(q_{j+1}+q_{j-1}).$$

`restoring` is this derivative. Sites are elements of `ZMod N`, which closes the ring, and displacements are complex to admit plane waves.

```lean
/-- Minus the force at site `j` of a ring of `N ≥ 1` oscillators of unit mass and frequency with
displacements `q`, each coupled to its two neighbours with strength `x`. -/
def restoring {N : ℕ} (x : ℝ) (q : ZMod N → ℂ) (j : ZMod N) : ℂ :=
  q j + x * (q (j + 1) + q (j - 1))
```

The waves $e^{i\phi_k j}$ are left unnormalised; dividing by $\sqrt N$ gives unit vectors.

```lean
/-- The plane wave `exp(2πikj/N)` on the ring. -/
def planeWave (N : ℕ) [NeZero N] (k : ℕ) (j : ZMod N) : ℂ :=
  ZMod.stdAddChar ((k : ZMod N) * j)
```

In units of $\hbar\omega$, with $\omega$ the frequency of a free oscillator, the zero-point energy is half the sum of the normal frequencies. This quantum-mechanical input enters by definition, and binding is counted as positive:

$$E_b=\frac N2-\frac12\sum_{k=0}^{N-1}\omega_k.$$

```lean
/-- The binding energy: zero-point energy of `N` free oscillators minus that of the ring, in units
of `ħω` with `ω` the free frequency, for `N ≥ 1` and `|x| ≤ 1/2`. -/
def bindingEnergy (N : ℕ) (x : ℝ) : ℝ :=
  N / 2 - (1 / 2) * ∑ k ∈ range N, Real.sqrt (modeSq N x k)
```

The frequencies will be compared with the cubic Taylor polynomial of $\sqrt{1+u}$,

$$c(u)=1+\frac u2-\frac{u^2}8+\frac{u^3}{16}.$$

```lean
/-- The third-order Taylor polynomial of `sqrt(1 + u)` at `u = 0`. -/
def cubic (u : ℝ) : ℝ := 1 + u / 2 - u ^ 2 / 8 + u ^ 3 / 16
```

Moving to a neighbour multiplies the wave by $e^{\pm i\phi_k}$, so the derivative acts on it as

$$1+x(e^{i\phi_k}+e^{-i\phi_k})=1+2x\cos\phi_k.$$

In Lean, `h1` and `h2` supply the two phase factors, and `linear_combination` applies Euler's formula for the cosine.

```lean
/-- Each plane wave is a normal mode of the ring, with squared frequency
`1 + 2x cos(2πk/N)`. -/
theorem planeWave_normal_mode (N : ℕ) [NeZero N] (x : ℝ) (k : ℕ) (j : ZMod N) :
    restoring x (planeWave N k) j = (modeSq N x k : ℂ) * planeWave N k j := by
  have h1 : ZMod.stdAddChar (k : ZMod N) = Complex.exp ((phase N k : ℂ) * Complex.I) := by
    have h := ZMod.stdAddChar_coe (N := N) (k : ℤ)
    rw [Int.cast_natCast] at h
    rw [h]
    congr 1
    unfold phase
    push_cast
    ring
  have h2 : ZMod.stdAddChar (-(k : ZMod N)) =
      Complex.exp (-(phase N k : ℂ) * Complex.I) := by
    have h := ZMod.stdAddChar_coe (N := N) (-(k : ℤ))
    rw [Int.cast_neg, Int.cast_natCast] at h
    rw [h]
    congr 1
    unfold phase
    push_cast
    ring
  -- a step to a neighbour multiplies the wave by a phase factor
  have e1 : (k : ZMod N) * (j + 1) = k * j + k := by ring
  have e2 : (k : ZMod N) * (j - 1) = k * j + -k := by ring
  have hc := Complex.two_cos (phase N k : ℂ)
  unfold restoring planeWave modeSq
  rw [e1, e2, AddChar.map_add_eq_mul, AddChar.map_add_eq_mul, h1, h2]
  push_cast
  linear_combination (-(x : ℂ) * ZMod.stdAddChar ((k : ZMod N) * j)) * hc
```

For $k\ne l$, both below $N$, the overlap $\sum_j e^{i(\phi_l-\phi_k)j}$ vanishes, because it sums a non-trivial character over the ring. The $N$ waves are non-zero and mutually orthogonal in an $N$-dimensional space, so they are all the modes.

```lean
/-- Plane waves with different mode numbers below `N` are orthogonal. -/
theorem planeWave_orthogonal (N : ℕ) [NeZero N] {k l : ℕ} (hk : k < N) (hl : l < N)
    (hkl : k ≠ l) : ∑ j, star (planeWave N k j) * planeWave N l j = 0 := by
  have hne : (l : ZMod N) - k ≠ 0 := by
    intro h
    have h' := (ZMod.natCast_eq_natCast_iff' l k N).1 (sub_eq_zero.1 h)
    rw [Nat.mod_eq_of_lt hl, Nat.mod_eq_of_lt hk] at h'
    exact hkl h'.symm
  have hs := AddChar.sum_mulShift ((l : ZMod N) - k) (ZMod.isPrimitive_stdAddChar N)
  rw [if_neg hne, Nat.cast_zero] at hs
  rw [← hs]
  refine Finset.sum_congr rfl fun j _ => ?_
  have hconj : star (planeWave N k j) = ZMod.stdAddChar (-((k : ZMod N) * j)) :=
    (AddChar.map_neg_eq_conj _ _).symm
  rw [hconj, planeWave, ← AddChar.map_add_eq_mul]
  congr 1
  ring
```

That last counting argument is made here in prose; in Lean the frequency sum is defined directly from `modeSq`.

## Cancellation of the first three harmonics

Let $z=e^{2\pi i/N}$. For $0<m<N$ we have $z^m\ne1$, hence

$$\sum_{k=0}^{N-1}(z^m)^k=\frac{z^{mN}-1}{z^m-1}=0.$$

The real part is $\sum_k\cos(m\phi_k)=0$.

```lean
/-- The `m`-th harmonic of the mode phases sums to zero over the ring when `0 < m < N`. -/
theorem sum_cos_harmonic {N m : ℕ} (hm : 0 < m) (hmN : m < N) :
    ∑ k ∈ range N, Real.cos ((m : ℝ) * phase N k) = 0 := by
  have hp := Complex.isPrimitiveRoot_exp N (by omega)
  set z := Complex.exp (2 * Real.pi * Complex.I / N) with hz
  have h1 : z ^ m ≠ 1 := fun h =>
    absurd (Nat.le_of_dvd hm ((hp.pow_eq_one_iff_dvd m).1 h)) (by omega)
  -- geometric sum of the powers of a root of unity
  have hg : (∑ k ∈ range N, (z ^ m) ^ k) * (z ^ m - 1) = 0 := by
    rw [geom_sum_mul, ← pow_mul, mul_comm m N, pow_mul, hp.pow_eq_one, one_pow, sub_self]
  have h0 := (mul_eq_zero.1 hg).resolve_right (sub_ne_zero.2 h1)
  have hre := congrArg Complex.re h0
  rw [Complex.re_sum, Complex.zero_re] at hre
  rw [← hre]
  refine Finset.sum_congr rfl fun k _ => ?_
  have he : (z ^ m) ^ k = Complex.exp ((((m : ℝ) * phase N k : ℝ) : ℂ) * Complex.I) := by
    rw [hz, ← Complex.exp_nat_mul, ← Complex.exp_nat_mul]
    congr 1
    unfold phase
    push_cast
    ring
  rw [he, Complex.exp_ofReal_mul_I_re]
```

For the square root, squaring the polynomial gives

$$c(u)^2-(1+u)=\frac{u^4\left[(u-2)^2+16\right]}{256}\ge0.$$

On $[-1,1]$ also $c(u)\ge5/16$, so $\sqrt{1+u}\le c(u)$, strictly for $u\ne0$. The bracket is at most $25$; dividing by $c(u)+\sqrt{1+u}\ge5/16$ gives

$$c(u)-\sqrt{1+u}\le\frac5{16}u^4.$$

```lean
/-- For `-1 ≤ u ≤ 1`, `sqrt(1 + u)` lies below its cubic Taylor polynomial, strictly if
`u ≠ 0`, and by no more than `(5/16)u⁴`. -/
theorem sqrt_cubic_bounds {u : ℝ} (h1 : -1 ≤ u) (h2 : u ≤ 1) :
    Real.sqrt (1 + u) ≤ cubic u ∧ (u ≠ 0 → Real.sqrt (1 + u) < cubic u) ∧
      cubic u - 5 / 16 * u ^ 4 ≤ Real.sqrt (1 + u) := by
  have hsq : u ^ 2 ≤ 1 := by nlinarith
  have hcu : -1 ≤ u ^ 3 := by
    have hq : 0 ≤ u ^ 2 - u + 1 := by nlinarith [sq_nonneg (u - 1 / 2)]
    nlinarith [mul_nonneg (by linarith : 0 ≤ u + 1) hq]
  have hp : 5 / 16 ≤ cubic u := by unfold cubic; linarith
  have hid : cubic u ^ 2 - (1 + u) = u ^ 4 * ((u - 2) ^ 2 + 16) / 256 := by
    unfold cubic; ring
  have hle : Real.sqrt (1 + u) ≤ cubic u := by
    refine Real.sqrt_le_iff.2 ⟨by linarith, ?_⟩
    have : 0 ≤ u ^ 4 * ((u - 2) ^ 2 + 16) / 256 := by positivity
    linarith
  refine ⟨hle, fun hu => ?_, ?_⟩
  · refine (Real.sqrt_lt' (by linarith)).2 ?_
    have : 0 < u ^ 4 * ((u - 2) ^ 2 + 16) / 256 := by positivity
    linarith
  · -- divide the difference of squares by the sum, which is at least 5/16
    have hs := Real.sq_sqrt (by linarith : 0 ≤ 1 + u)
    have hs0 := Real.sqrt_nonneg (1 + u)
    have ha : (cubic u - Real.sqrt (1 + u)) * (5 / 16) ≤
        (cubic u - Real.sqrt (1 + u)) * (cubic u + Real.sqrt (1 + u)) :=
      mul_le_mul_of_nonneg_left (by linarith) (by linarith)
    have hb : u ^ 4 * ((u - 2) ^ 2 + 16) ≤ u ^ 4 * 25 :=
      mul_le_mul_of_nonneg_left (by nlinarith) (by positivity)
    nlinarith
```

Now put $u=2x\cos\phi_k$ and use the double- and triple-angle formulas:

$$c(u)=1-\frac{x^2}4+\Big(x+\frac{3x^3}8\Big)\cos\phi_k-\frac{x^2}4\cos2\phi_k+\frac{x^3}8\cos3\phi_k.$$

For $N\ge4$ all three harmonics sum to zero, leaving $N(1-x^2/4)$.

```lean
/-- For `N ≥ 4` the cubic Taylor polynomials of the mode frequencies sum to exactly
`N(1 - x²/4)`. -/
theorem sum_cubic {N : ℕ} (hN : 4 ≤ N) (x : ℝ) :
    ∑ k ∈ range N, cubic (2 * x * Real.cos (phase N k)) = N * (1 - x ^ 2 / 4) := by
  have h : ∀ k, cubic (2 * x * Real.cos (phase N k)) =
      (1 - x ^ 2 / 4) + (x + 3 * x ^ 3 / 8) * Real.cos (((1 : ℕ) : ℝ) * phase N k)
        + (-(x ^ 2 / 4)) * Real.cos (((2 : ℕ) : ℝ) * phase N k)
        + (x ^ 3 / 8) * Real.cos (((3 : ℕ) : ℝ) * phase N k) := by
    intro k
    simp only [Nat.cast_one, one_mul, Nat.cast_ofNat, Real.cos_two_mul, Real.cos_three_mul,
      cubic]
    ring
  rw [Finset.sum_congr rfl (fun k _ => h k), sum_add_distrib, sum_add_distrib,
    sum_add_distrib, ← mul_sum, ← mul_sum, ← mul_sum,
    sum_cos_harmonic (by omega) (by omega), sum_cos_harmonic (by omega) (by omega),
    sum_cos_harmonic (by omega) (by omega), sum_const, card_range, nsmul_eq_mul]
  ring
```

## Bounds on the frequency sum and the binding

Since $|x\cos\phi_k|\le1/2$, every $u$ lies in $[-1,1]$.

```lean
/-- For `|x| ≤ 1/2` the coupling shifts each squared frequency by at most one. -/
theorem shift_mem {x : ℝ} (hx : |x| ≤ 1 / 2) (t : ℝ) :
    -1 ≤ 2 * x * Real.cos t ∧ 2 * x * Real.cos t ≤ 1 := by
  have h : |x * Real.cos t| ≤ 1 / 2 * 1 := by
    rw [abs_mul]
    exact mul_le_mul hx (Real.abs_cos_le_one t) (abs_nonneg _) (by norm_num)
  obtain ⟨ha, hb⟩ := abs_le.1 h
  constructor <;> linarith
```

Summing $\omega_k\le c(2x\cos\phi_k)$ over the modes gives

$$\sum_{k=0}^{N-1}\omega_k\le N\Big(1-\frac{x^2}4\Big).$$

If $x\ne0$, the mode $k=0$ has $u=2x\ne0$ and makes the inequality strict.

```lean
/-- For a ring of `N ≥ 4` oscillators with `|x| ≤ 1/2`, the normal frequencies sum to at most
`N(1 - x²/4)`, and to strictly less if `x ≠ 0`. -/
theorem frequency_sum_le {N : ℕ} (hN : 4 ≤ N) {x : ℝ} (hx : |x| ≤ 1 / 2) :
    ∑ k ∈ range N, Real.sqrt (modeSq N x k) ≤ N * (1 - x ^ 2 / 4) ∧
      (x ≠ 0 → ∑ k ∈ range N, Real.sqrt (modeSq N x k) < N * (1 - x ^ 2 / 4)) := by
  have hb := fun k => sqrt_cubic_bounds (shift_mem hx (phase N k)).1 (shift_mem hx (phase N k)).2
  rw [← sum_cubic hN x]
  refine ⟨sum_le_sum fun k _ => (hb k).1, fun h0 => ?_⟩
  -- the uniform mode k = 0 is shifted by 2x, which makes the inequality strict
  refine sum_lt_sum (fun k _ => (hb k).1) ⟨0, mem_range.2 (by omega), (hb 0).2.1 ?_⟩
  simpa [phase] using h0
```

Two oscillators alone have frequencies $\sqrt{1\pm x}$ and bind by $x^2/8$ to second order. The ring has $N$ such bonds. Inserting the frequency bound into $E_b$, and using $\frac5{16}(2x\cos\phi_k)^4\le5x^4$ for the other side, gives

$$\frac{Nx^2}8\le E_b\le\frac{Nx^2}8+\frac52Nx^4.$$

```lean
/-- For `N ≥ 4` and `|x| ≤ 1/2` the binding energy is at least the pairwise value `x²/8` per
bond, and exceeds it by at most `(5/2)x⁴` per bond. -/
theorem binding_bounds {N : ℕ} (hN : 4 ≤ N) {x : ℝ} (hx : |x| ≤ 1 / 2) :
    N * (x ^ 2 / 8) ≤ bindingEnergy N x ∧
      bindingEnergy N x ≤ N * (x ^ 2 / 8) + N * (5 / 2 * x ^ 4) := by
  have hup := (frequency_sum_le hN hx).1
  have hlow : ∑ k ∈ range N, (cubic (2 * x * Real.cos (phase N k)) - 5 * x ^ 4) ≤
      ∑ k ∈ range N, Real.sqrt (modeSq N x k) := by
    refine sum_le_sum fun k _ => ?_
    have hb := (sqrt_cubic_bounds (shift_mem hx (phase N k)).1
      (shift_mem hx (phase N k)).2).2.2
    have hc : (Real.cos (phase N k) ^ 2) ^ 2 ≤ 1 :=
      pow_le_one₀ (sq_nonneg _) (Real.cos_sq_le_one _)
    have hm := mul_le_mul_of_nonneg_left hc (by positivity : 0 ≤ 5 * x ^ 4)
    have he : 5 / 16 * (2 * x * Real.cos (phase N k)) ^ 4 =
        5 * x ^ 4 * (Real.cos (phase N k) ^ 2) ^ 2 := by ring
    unfold modeSq
    linarith
  rw [sum_sub_distrib, sum_cubic hN x, sum_const, card_range, nsmul_eq_mul] at hlow
  unfold bindingEnergy
  constructor <;> linarith
```

For $N=4$ and $x=0.3$ the squared frequencies are $1.6,\,1,\,0.4,\,1$. The frequencies sum to about $3.897$, below the bound $3.91$. The binding is about $0.0513$, between the pairwise $0.045$ and the upper bound $0.126$.

The bounds are proved for this model only. In a real ring of atoms the dipole coupling is a tensor and reaches beyond nearest neighbours, which the single scalar $x$ leaves out.

## The triangle at $x=1/2$

With three sites, $\cos3\phi_k=1$ for every mode, so the third harmonic survives. At $x=1/2$ the frequencies are $\sqrt2,\,1/\sqrt2,\,1/\sqrt2$. Their sum, $2\sqrt2\approx2.828$, exceeds $3(1-1/16)=2.8125$, so the frequency bound fails if $N\ge4$ is weakened to $N\ge3$. Lean needs only the rational lower bounds $1.41$ and $0.705$ for the roots.

```lean
/-- For the triangle `N = 3` at `x = 1/2` the frequency sum exceeds `N(1 - x²/4)`. -/
theorem triangle_exceeds :
    3 * (1 - (1 / 2 : ℝ) ^ 2 / 4) < ∑ k ∈ range 3, Real.sqrt (modeSq 3 (1 / 2) k) := by
  have c0 : Real.cos (phase 3 0) = 1 := by simp [phase]
  have c1 : Real.cos (phase 3 1) = -(1 / 2) := by
    have h : phase 3 1 = Real.pi - Real.pi / 3 := by unfold phase; push_cast; ring
    rw [h, Real.cos_pi_sub, Real.cos_pi_div_three]
  have c2 : Real.cos (phase 3 2) = -(1 / 2) := by
    have h : phase 3 2 = Real.pi / 3 + Real.pi := by unfold phase; push_cast; ring
    rw [h, Real.cos_add_pi, Real.cos_pi_div_three]
  have a : (1.41 : ℝ) ≤ Real.sqrt (1 + 2 * (1 / 2) * 1) :=
    (Real.le_sqrt' (by norm_num)).2 (by norm_num)
  have b : (0.705 : ℝ) ≤ Real.sqrt (1 + 2 * (1 / 2) * -(1 / 2)) :=
    (Real.le_sqrt' (by norm_num)).2 (by norm_num)
  simp only [sum_range_succ, sum_range_zero, modeSq, c0, c1, c2]
  linarith

end

end OscillatorRing
```

```lean
#print axioms OscillatorRing.planeWave_normal_mode
-- 'OscillatorRing.planeWave_normal_mode' depends on axioms: [propext, Classical.choice, Quot.sound]
#print axioms OscillatorRing.planeWave_orthogonal
-- 'OscillatorRing.planeWave_orthogonal' depends on axioms: [propext, Classical.choice, Quot.sound]
#print axioms OscillatorRing.binding_bounds
-- 'OscillatorRing.binding_bounds' depends on axioms: [propext, Classical.choice, Quot.sound]
#print axioms OscillatorRing.triangle_exceeds
-- 'OscillatorRing.triangle_exceeds' depends on axioms: [propext, Classical.choice, Quot.sound]
```
